# In a one-dimensional planar model of a chiral magnet with only exchange and Dzyaloshinskii-Moriya energy, the uniform state is a ground state of a periodic cell exactly when the cell is at most half a pitch long

## A spiral that doesn't fit

Simulate a chiral magnet in a periodic cell that is too short for its spiral, and the lowest-energy state can come out uniform. The material looks like a ferromagnet, although the same energy in a large sample favours a spiral. The periodic boundary admits only whole turns, and in a short cell even one turn is wound too tightly to pay off.

For a one-dimensional texture with only exchange and Dzyaloshinskii-Moriya energy, the length at which this happens can be computed exactly. It is half the pitch of the spiral.

## Energy and pitch

Let the magnetisation rotate in the fixed plane that the Dzyaloshinskii-Moriya interaction favours, with angle $t(x)$ at position $x$ in a cell $[0,L]$. Per unit cross-section, the energy is

$$E[t]=\int_0^L \left(A\,t'^2-D\,t'\right)dx .$$

The exchange stiffness $A>0$ penalises any twist. The constant $D$ comes from spin-orbit coupling in a magnet without inversion symmetry, and $D>0$ favours positive twist.

A uniform twist $q$ has energy density

$$Aq^2-Dq=A\left(q-\tfrac{D}{2A}\right)^2-\tfrac{D^2}{4A},$$

so the best wavenumber is $D/2A$. The pitch, the length of one full turn at that wavenumber, is $p=4\pi A/D$.

In the cell, the magnetisation must agree at the two ends, so $t(L)-t(0)=2\pi n$ with $n$ an integer. The claim is that constant angles minimise $E$ over all $C^1$ angles, with every $n$ allowed, if and only if $L\le p/2=2\pi A/D$.

## Completing the square at fixed winding

Fix $n$ and put $k=2\pi n/L$. The total twist is fixed by the boundary condition: $\int_0^L t'\,dx=2\pi n=kL$. Since

$$A t'^2-Dt'=A(t'-k)^2+(2Ak-D)\,t'-Ak^2,$$

integration gives

$$E[t]=E_n+A\int_0^L (t'-k)^2dx,\qquad E_n=\frac{A(2\pi n)^2}{L}-2\pi nD .$$

The last integral is nonnegative. It vanishes only if the continuous function $t'-k$ is zero throughout, which means $t(x)=t(0)+kx$. With $n$ turns, the minimisers are therefore exactly the uniform spirals, with energy $E_n$.

## Comparing numbers of turns

For integers $m$ and $n$,

$$E_m-E_n=\frac{2\pi}{L}(m-n)\bigl(2\pi A(m+n)-DL\bigr).$$

If $n$ turns are optimal, then $m=n+1$ gives $DL-4\pi An\le 2\pi A$, and $m=n-1$ gives $DL-4\pi An\ge-2\pi A$. Together these say

$$|DL-4\pi An|\le 2\pi A .$$

Conversely, assume this bound. For $m\ge n+1$ the second factor is at least $2\pi A(2n+1)-DL\ge0$. For $m\le n-1$ it is at most $2\pi A(2n-1)-DL\le0$, and $m-n$ is negative too. Either way $E_m\ge E_n$.

Setting $n=0$ with $D>0$ gives $DL\le2\pi A$, which is the claim. If $DL<2\pi A$, then $E_n>E_0$ for every $n\neq0$, so every ground state has $n=0$ and is constant. At equality, one turn ties with none.

## Three cell lengths in numbers

In this planar continuum model, a relaxation that changes the angle continuously keeps the number of turns. For a cell up to one and a half pitches long, the ground state can therefore be found by relaxing once from a uniform start and once from a start with one turn in the sense that $D$ favours, then keeping the lower energy. Longer cells call for starts with more turns. Measure energy density in units of $D^2/4A$, so that the unconstrained spiral has $-1$ and the uniform state $0$. One turn in a cell of length $L$ has density $(p/L)^2-2p/L$:

- $L=0.4\,p$: $6.25-5=+1.25$, so the uniform state wins.
- $L=0.5\,p$: $4-4=0$, a tie.
- $L=p$: $1-2=-1$, the undistorted spiral.

## The statement in Lean

`HasWinding L n t` says that `t` is $C^1$ on the closed cell and makes `n` full turns. It doesn't require the slopes at the two ends to match. `twist` is the derivative within the cell, one-sided at the ends, and `energy` is the integral above.

`IsGroundState` asks that `t` be admissible and have energy no greater than any admissible angle with any integer winding. This is global minimality, not stability against small changes.

The main theorem is `constant_isGroundState_iff`: for positive `A`, `D` and `L`, and any constant angle `c`, being a ground state is equivalent to `L ≤ pitch A D / 2`. The definition of `pitch` is justified by `optimal_wavenumber_iff`. The more general `spiral_isGroundState_iff` puts no sign condition on `D`.

The model has no anisotropy, applied field, dipolar energy or temperature, and the magnetisation can't leave its plane.

```lean
import Mathlib

open Real Set

namespace PeriodicCellSpiral

noncomputable section

/-- The twist of the angle `t` at `x`: its derivative within the cell `[0, L]`. -/
def twist (L : ℝ) (t : ℝ → ℝ) (x : ℝ) : ℝ := derivWithin t (Icc 0 L) x

/-- The micromagnetic energy of the angle `t`, with exchange stiffness `A` and
Dzyaloshinskii-Moriya constant `D`. -/
def energy (A D L : ℝ) (t : ℝ → ℝ) : ℝ :=
  ∫ x in (0 : ℝ)..L, (A * twist L t x ^ 2 - D * twist L t x)

/-- The angle `t` is continuously differentiable on the cell `[0, L]` and makes `n` full turns
across it. -/
def HasWinding (L : ℝ) (n : ℤ) (t : ℝ → ℝ) : Prop :=
  ContDiffOn ℝ 1 t (Icc 0 L) ∧ t L - t 0 = 2 * π * n

/-- An admissible angle whose energy is at most that of every admissible angle, whatever the
number of turns. -/
def IsGroundState (A D L : ℝ) (t : ℝ → ℝ) : Prop :=
  (∃ n, HasWinding L n t) ∧ ∀ m s, HasWinding L m s → energy A D L t ≤ energy A D L s

/-- The uniform spiral with `n` turns in a cell of length `L ≠ 0` and angle `c` at the origin. -/
def spiral (L : ℝ) (n : ℤ) (c x : ℝ) : ℝ := c + 2 * π * n / L * x

/-- The energy of `n` evenly spread turns in a cell of length `L ≠ 0`. -/
def windingEnergy (A D L : ℝ) (n : ℤ) : ℝ := A * (2 * π * n) ^ 2 / L - D * (2 * π * n)

/-- The pitch of the spiral in an unbounded sample, for positive `A` and `D`. -/
def pitch (A D : ℝ) : ℝ := 4 * π * A / D

variable {A D L c : ℝ} {n : ℤ} {t : ℝ → ℝ}

/-- For positive `A` and `D`, a wavenumber `q` minimizes the energy density `A q² - D q` exactly
when the angle turns by `2π` over one pitch. -/
theorem optimal_wavenumber_iff (hA : 0 < A) (hD : 0 < D) (q : ℝ) :
    (∀ p : ℝ, A * q ^ 2 - D * q ≤ A * p ^ 2 - D * p) ↔ q * pitch A D = 2 * π := by
  have e : q * pitch A D = 2 * π ↔ 2 * A * q = D := by
    rw [pitch, ← mul_div_assoc, div_eq_iff hD.ne']
    constructor
    · intro h
      apply mul_left_cancel₀ (mul_pos two_pos pi_pos).ne'
      linear_combination h
    · intro h
      linear_combination (2 * π) * h
  rw [e]
  constructor
  · intro h
    obtain ⟨r, hr⟩ : ∃ r : ℝ, 2 * A * r = D := ⟨D / (2 * A), by field_simp⟩
    have h1 := h r
    rw [← hr] at h1
    have hq : q - r = 0 := by
      by_contra hne
      have : 0 < A * (q - r) ^ 2 := by positivity
      nlinarith
    linear_combination hr + 2 * A * hq
  · intro h p
    rw [← h]
    nlinarith [mul_nonneg hA.le (sq_nonneg (p - q))]

/-- The twist of an admissible angle is continuous on a cell of positive length. -/
theorem continuousOn_twist (hL : 0 < L) (h : HasWinding L n t) :
    ContinuousOn (twist L t) (Icc 0 L) :=
  h.1.continuousOn_derivWithin (uniqueDiffOn_Icc hL) le_rfl

/-- Inside the cell the twist of an admissible angle is its ordinary derivative. -/
theorem hasDerivAt_twist (h : HasWinding L n t) {x : ℝ} (hx : x ∈ Ioo 0 L) :
    HasDerivAt t (twist L t x) x :=
  ((h.1.differentiableOn (by norm_num)) x (Ioo_subset_Icc_self hx)).hasDerivWithinAt.hasDerivAt
    (Icc_mem_nhds hx.1 hx.2)

/-- In a cell of positive length, the energy of an angle with `n` turns is the winding energy plus
the exchange cost of deviating from uniform twist. -/
theorem energy_eq (hL : 0 < L) (h : HasWinding L n t) :
    energy A D L t = windingEnergy A D L n
      + A * ∫ x in (0 : ℝ)..L, (twist L t x - 2 * π * n / L) ^ 2 := by
  have hc := continuousOn_twist hL h
  -- the total twist is fixed by the boundary condition
  have hT : ∫ x in (0 : ℝ)..L, twist L t x = 2 * π * n :=
    (intervalIntegral.integral_eq_sub_of_hasDerivAt_of_le hL.le h.1.continuousOn
      (fun x hx => hasDerivAt_twist h hx) (hc.intervalIntegrable_of_Icc hL.le)).trans h.2
  obtain ⟨k, hk⟩ : ∃ k : ℝ, k = 2 * π * n / L := ⟨_, rfl⟩
  have hkL : k * L = 2 * π * n := by rw [hk]; exact div_mul_cancel₀ _ hL.ne'
  have hW : A * (2 * π * n) ^ 2 / L = A * k ^ 2 * L := by
    rw [div_eq_iff hL.ne', ← hkL]; ring
  rw [← hk]
  -- complete the square under the integral
  have hsq : (fun x => A * twist L t x ^ 2 - D * twist L t x) = fun x =>
      A * (twist L t x - k) ^ 2 + ((2 * A * k - D) * twist L t x - A * k ^ 2) := by
    funext x; ring
  have i1 : IntervalIntegrable (fun x => A * (twist L t x - k) ^ 2) MeasureTheory.volume 0 L :=
    ContinuousOn.intervalIntegrable_of_Icc hL.le
      (continuousOn_const.mul ((hc.sub continuousOn_const).pow 2))
  have i2 : IntervalIntegrable (fun x => (2 * A * k - D) * twist L t x)
      MeasureTheory.volume 0 L :=
    ContinuousOn.intervalIntegrable_of_Icc hL.le (continuousOn_const.mul hc)
  have i3 : IntervalIntegrable (fun _ : ℝ => A * k ^ 2) MeasureTheory.volume 0 L :=
    continuous_const.intervalIntegrable _ _
  have i4 : IntervalIntegrable (fun x => (2 * A * k - D) * twist L t x - A * k ^ 2)
      MeasureTheory.volume 0 L := i2.sub i3
  rw [energy, hsq, intervalIntegral.integral_add i1 i4, intervalIntegral.integral_sub i2 i3,
    intervalIntegral.integral_const_mul, intervalIntegral.integral_const_mul,
    intervalIntegral.integral_const, hT, smul_eq_mul, windingEnergy]
  linear_combination -hW - 2 * A * k * hkL

/-- For positive `A` and `L`, no angle with `n` turns has less than the winding energy. -/
theorem windingEnergy_le (hA : 0 < A) (hL : 0 < L) (h : HasWinding L n t) :
    windingEnergy A D L n ≤ energy A D L t := by
  rw [energy_eq hL h]
  have : 0 ≤ ∫ x in (0 : ℝ)..L, (twist L t x - 2 * π * n / L) ^ 2 :=
    intervalIntegral.integral_nonneg hL.le (fun x _ => sq_nonneg _)
  linarith [mul_nonneg hA.le this]

/-- For positive `A` and `L`, an angle with `n` turns and no more than the winding energy is a
uniform spiral. -/
theorem eq_spiral_of_energy_le (hA : 0 < A) (hL : 0 < L) (h : HasWinding L n t)
    (hE : energy A D L t ≤ windingEnergy A D L n) :
    ∀ x ∈ Icc 0 L, t x = spiral L n (t 0) x := by
  -- a deviation from uniform twist anywhere would cost energy
  have hz : ∀ y ∈ Icc 0 L, twist L t y = 2 * π * n / L := by
    intro y hy
    by_contra hne
    have hpos : 0 < ∫ x in (0 : ℝ)..L, (twist L t x - 2 * π * n / L) ^ 2 :=
      intervalIntegral.integral_pos hL
        (((continuousOn_twist hL h).sub continuousOn_const).pow 2) (fun x _ => sq_nonneg _)
        ⟨y, hy, lt_of_le_of_ne (sq_nonneg _) (pow_ne_zero 2 (sub_ne_zero.mpr hne)).symm⟩
    rw [energy_eq hL h] at hE
    linarith [mul_pos hA hpos]
  intro x hx
  have hi := intervalIntegral.integral_eq_sub_of_hasDerivAt_of_le
    (f' := fun _ => 2 * π * n / L) hx.1
    (h.1.continuousOn.mono (Icc_subset_Icc_right hx.2))
    (fun y hy => by
      have hy' : y ∈ Ioo 0 L := ⟨hy.1, hy.2.trans_le hx.2⟩
      have hd := hasDerivAt_twist h hy'
      rw [hz y (Ioo_subset_Icc_self hy')] at hd
      exact hd)
    (continuous_const.intervalIntegrable _ _)
  rw [intervalIntegral.integral_const, smul_eq_mul] at hi
  rw [spiral]
  linear_combination -hi

/-- In a cell of positive length the uniform spiral with `n` turns is admissible and has exactly
the winding energy. -/
theorem spiral_energy (A D c : ℝ) (n : ℤ) (hL : 0 < L) :
    HasWinding L n (spiral L n c) ∧ energy A D L (spiral L n c) = windingEnergy A D L n := by
  have hw : HasWinding L n (spiral L n c) := by
    constructor
    · have : ContDiff ℝ 1 (spiral L n c) :=
        contDiff_const.add (contDiff_const.mul contDiff_id)
      exact this.contDiffOn
    · have : 2 * π * n / L * L = 2 * π * n := div_mul_cancel₀ _ hL.ne'
      simp only [spiral]
      linear_combination this
  refine ⟨hw, ?_⟩
  have h0 : ∫ x in (0 : ℝ)..L, (twist L (spiral L n c) x - 2 * π * n / L) ^ 2
      = ∫ _x in (0 : ℝ)..L, (0 : ℝ) := by
    apply intervalIntegral.integral_congr
    intro x hx
    rw [uIcc_of_le hL.le] at hx
    have hd : HasDerivAt (spiral L n c) (2 * π * n / L * 1) x :=
      ((hasDerivAt_id x).const_mul (2 * π * n / L)).const_add c
    have ht : twist L (spiral L n c) x = 2 * π * n / L * 1 :=
      hd.hasDerivWithinAt.derivWithin (uniqueDiffOn_Icc hL x hx)
    show (twist L (spiral L n c) x - 2 * π * n / L) ^ 2 = 0
    rw [ht]; ring
  rw [energy_eq hL hw, h0, intervalIntegral.integral_zero, mul_zero, add_zero]

/-- In a cell of positive length, `n` turns cost no more than `m` turns exactly when the stated
product is nonnegative. -/
theorem windingEnergy_le_iff (hL : 0 < L) (n m : ℤ) :
    windingEnergy A D L n ≤ windingEnergy A D L m ↔
      0 ≤ ((m : ℝ) - n) * (2 * π * A * (m + n) - D * L) := by
  have e : windingEnergy A D L m - windingEnergy A D L n
      = 2 * π / L * (((m : ℝ) - n) * (2 * π * A * (m + n) - D * L)) := by
    simp only [windingEnergy, div_eq_mul_inv]
    linear_combination (2 * π * D * ((m : ℝ) - n)) * (mul_inv_cancel₀ hL.ne')
  have hp : 0 < 2 * π / L := by positivity
  rw [← sub_nonneg, e]
  exact mul_nonneg_iff_of_pos_left hp

/-- For positive `A` and `L`, the uniform spiral with `n` turns is a ground state exactly when
`D L` lies within `2πA` of `4πA n`. -/
theorem spiral_isGroundState_iff (hA : 0 < A) (hL : 0 < L) :
    IsGroundState A D L (spiral L n c) ↔ |D * L - 4 * π * A * n| ≤ 2 * π * A := by
  have hP : 0 < 2 * π * A := by positivity
  constructor
  · intro h
    have hm : ∀ m : ℤ, 0 ≤ ((m : ℝ) - n) * (2 * π * A * (m + n) - D * L) := by
      intro m
      have h1 := h.2 m (spiral L m c) (spiral_energy A D c m hL).1
      rw [(spiral_energy A D c n hL).2, (spiral_energy A D c m hL).2] at h1
      exact (windingEnergy_le_iff hL n m).1 h1
    -- compare with one turn more and one turn less
    have h1 := hm (n + 1)
    have h2 := hm (n - 1)
    push_cast at h1 h2
    exact abs_le.2 ⟨by nlinarith, by nlinarith⟩
  · intro h
    obtain ⟨h1, h2⟩ := abs_le.1 h
    refine ⟨⟨n, (spiral_energy A D c n hL).1⟩, fun m s hs => ?_⟩
    rw [(spiral_energy A D c n hL).2]
    refine le_trans ((windingEnergy_le_iff hL n m).2 ?_) (windingEnergy_le hA hL hs)
    rcases lt_trichotomy m n with hmn | hmn | hmn
    · have hj : (m : ℝ) + 1 ≤ n := by exact_mod_cast hmn
      refine mul_nonneg_iff.2 (Or.inr ⟨by linarith, ?_⟩)
      nlinarith [mul_nonneg hP.le (sub_nonneg.2 hj)]
    · simp [hmn]
    · have hj : (n : ℝ) + 1 ≤ m := by exact_mod_cast hmn
      refine mul_nonneg (by linarith) ?_
      nlinarith [mul_nonneg hP.le (sub_nonneg.2 hj)]

/-- For positive `A`, `D` and `L`, a constant angle is a ground state exactly when the cell is no
longer than half the pitch. -/
theorem constant_isGroundState_iff (hA : 0 < A) (hD : 0 < D) (hL : 0 < L) :
    IsGroundState A D L (fun _ => c) ↔ L ≤ pitch A D / 2 := by
  have h := spiral_isGroundState_iff (D := D) (n := 0) (c := c) hA hL
  have e : spiral L 0 c = fun _ => c := by funext x; simp [spiral]
  have hp : pitch A D / 2 = 2 * π * A / D := by rw [pitch]; ring
  rw [e, Int.cast_zero, mul_zero, sub_zero, abs_of_pos (mul_pos hD hL)] at h
  rw [h, hp, le_div_iff₀ hD, mul_comm D L]

/-- For positive `A`, `D` and `L`, in a cell shorter than half the pitch every ground state is
constant. -/
theorem groundState_constant (hA : 0 < A) (hD : 0 < D) (hL : 0 < L)
    (hshort : L < pitch A D / 2) (h : IsGroundState A D L t) :
    ∀ x ∈ Icc 0 L, t x = t 0 := by
  obtain ⟨⟨n, hn⟩, hmin⟩ := h
  have hp : pitch A D / 2 = 2 * π * A / D := by rw [pitch]; ring
  rw [hp, lt_div_iff₀ hD] at hshort
  have hP : 0 < 2 * π * A := by positivity
  have hDL : 0 < D * L := mul_pos hD hL
  have hE : ∀ m : ℤ, energy A D L t ≤ windingEnergy A D L m := fun m =>
    (hmin m _ (spiral_energy A D 0 m hL).1).trans_eq (spiral_energy A D 0 m hL).2
  have h0 := (windingEnergy_le_iff hL n 0).1 ((windingEnergy_le hA hL hn).trans (hE 0))
  rw [Int.cast_zero, zero_sub, zero_add] at h0
  -- any nonzero number of turns would cost energy
  have hn0 : n = 0 := by
    rcases lt_trichotomy n 0 with hneg | hz | hpos
    · have hr : (n : ℝ) < 0 := by exact_mod_cast hneg
      have h1 : 2 * π * A * n - D * L < 0 := by linarith [mul_neg_of_pos_of_neg hP hr]
      exact absurd h0 (not_le_of_gt (mul_neg_of_pos_of_neg (by linarith) h1))
    · exact hz
    · have hr : (1 : ℝ) ≤ n := by exact_mod_cast hpos
      have h1 : 0 < 2 * π * A * n - D * L := by
        nlinarith [mul_nonneg hP.le (sub_nonneg.2 hr)]
      exact absurd h0 (not_le_of_gt (mul_neg_of_neg_of_pos (by linarith) h1))
  intro x hx
  have hs := eq_spiral_of_energy_le hA hL hn (hE n) x hx
  rw [hs, hn0]
  simp [spiral]

end

end PeriodicCellSpiral
```

```lean
#print axioms PeriodicCellSpiral.optimal_wavenumber_iff
#print axioms PeriodicCellSpiral.constant_isGroundState_iff
#print axioms PeriodicCellSpiral.groundState_constant
```

```
'PeriodicCellSpiral.optimal_wavenumber_iff' depends on axioms: [propext, Classical.choice, Quot.sound]
'PeriodicCellSpiral.constant_isGroundState_iff' depends on axioms: [propext, Classical.choice, Quot.sound]
'PeriodicCellSpiral.groundState_constant' depends on axioms: [propext, Classical.choice, Quot.sound]
```

## From the square to the ground state

`energy_eq` is the completed square. Its `hsq` rewrites the integrand, `i1` to `i4` supply the integrability needed to split the integral, and `linear_combination` collects the constants. `windingEnergy_le` then drops the nonnegative term.

`eq_spiral_of_energy_le` treats the case of equality. If the twist differed from $k$ at one point, `intervalIntegral.integral_pos` would make the squared deviation integrate to something positive, contradicting the energy bound. `spiral_energy` shows that the uniform spiral is admissible and attains $E_n$.

`windingEnergy_le_iff` is the factorised difference. `spiral_isGroundState_iff` uses it with `n + 1` and `n - 1` in one direction, and splits by `lt_trichotomy` in the other. The main theorem is its case $n=0$. `groundState_constant` excludes nonzero winding by the signs of the two factors, then applies the equality case.

## The fundamental theorem with one-sided ends

The boundary condition enters the energy through `intervalIntegral.integral_eq_sub_of_hasDerivAt_of_le`. This version of the fundamental theorem of calculus asks for continuity on the closed interval, an ordinary derivative only in its interior, and an integrable derivative.

That suits a cell. The function `t` is defined on all of `ℝ`, but its values outside $[0,L]$ are arbitrary, so it may have no two-sided derivative at $0$ or $L$. `hasDerivAt_twist` provides the interior derivative, and `continuousOn_twist` gives integrability.

The theorem is used twice. On $[0,L]$ it yields the total twist $2\pi n$. On $[0,x]$, with the derivative already known to be constant, it recovers $t(x)=t(0)+kx$.
